# Averaging a stress tensor over the twelve rotations of the cubic point group 23 leaves only its hydrostatic part

## Question

Let $s$ be a stress tensor, written as a real $3\times3$ matrix in Cartesian axes along the cube edges, and let a rotation $R$ act on it by $s\mapsto RsR^{\mathsf T}$. Take for $R$ the twelve products of a power of the cyclic permutation matrix and a diagonal matrix of signs with determinant 1.

I know the claim that a stress tensor with this symmetry must be a pure pressure, and that averaging any tensor over the twelve operations gives $\tfrac13\operatorname{tr}s$ times the identity. I would like to see this derived with every step in view, and then stated and proved in Lean so that a machine checks it. Does $s$ have to be symmetric? And is the threefold axis really needed, or would the twofold rotations do?

## Answer

The average is $\tfrac13\operatorname{tr}s$ times the identity for every real $s$, symmetric or not. The twofold rotations alone only make the tensor diagonal; the threefold axis makes the three diagonal entries equal.

### The twelve rotations

Number the axes 0, 1, 2, with unit vectors $e_0,e_1,e_2$, and add axis labels modulo three. Let $C$ be the threefold rotation about the body diagonal, $Ce_j=e_{j+1}$. For bits $a,b\in\{0,1\}$ let

$$D_{ab}=\operatorname{diag}(\sigma_0,\sigma_1,\sigma_2),\qquad \sigma_0=(-1)^a,\quad \sigma_1=(-1)^b,\quad \sigma_2=(-1)^{a+b}.$$

The product of the three signs is $(-1)^{2a+2b}=1$. Conversely, if three signs have product 1, the third is the product of the first two, so the $D_{ab}$ are all the sign matrices of determinant 1: the identity and the twofold rotations about the three axes.

The operations are $R_{kab}=C^kD_{ab}$ with $k=0,1,2$. Both factors are orthogonal with determinant 1, so each $R_{kab}$ is a proper rotation. It sends $e_j$ to $\sigma_j e_{j+k}$. The image of $e_0$ therefore reveals $k$ and $a$, and the image of $e_1$ then reveals $b$, so the twelve operations are distinct.

### Twofold rotations remove the shear

The entries of a tensor transformed by a sign matrix are

$$(D_{ab}\,s\,D_{ab}^{\mathsf T})_{ij}=\sigma_i\sigma_j\,s_{ij}.$$

On the diagonal, $\sigma_i^2=1$, and the sum over the four sign matrices gives $4s_{ii}$. Off the diagonal, the product of two different signs is the third one:

$$\sigma_0\sigma_1=\sigma_2,\qquad \sigma_0\sigma_2=\sigma_1,\qquad \sigma_1\sigma_2=\sigma_0.$$

Each sign is $+1$ for two of the four choices of $(a,b)$ and $-1$ for the other two, so it sums to zero. Hence

$$\sum_{a,b}D_{ab}\,s\,D_{ab}^{\mathsf T}=4\operatorname{diag}(s_{00},s_{11},s_{22}).$$

For $i\neq j$ the contributions of $s_{ij}$ and of $s_{ji}$ each cancel on their own in this sum, which is why $s$ need not be symmetric.

### The threefold axis equalises the diagonal

Write a diagonal tensor as $\sum_j d_j\,e_je_j^{\mathsf T}$. Then

$$\sum_k C^k\Big(\sum_j d_j\,e_je_j^{\mathsf T}\Big)(C^k)^{\mathsf T}
=\sum_j d_j\sum_k e_{j+k}e_{j+k}^{\mathsf T}
=\Big(\sum_j d_j\Big)\mathbf 1,$$

because for fixed $j$ the label $j+k$ runs once over all three axes.

### The average and the invariant tensors

Since $R_{kab}\,s\,R_{kab}^{\mathsf T}=C^k(D_{ab}\,s\,D_{ab}^{\mathsf T})(C^k)^{\mathsf T}$, the sign sum can be done first and the cyclic sum second:

$$\frac1{12}\sum_{k,a,b}R_{kab}\,s\,R_{kab}^{\mathsf T}
=\frac{4}{12}\sum_k C^k\operatorname{diag}(s_{00},s_{11},s_{22})(C^k)^{\mathsf T}
=\frac{\operatorname{tr}s}{3}\,\mathbf 1.$$

If $s$ is invariant under all twelve operations, every term of the average is $s$, so $s=\tfrac13(\operatorname{tr}s)\mathbf 1$. Conversely, a multiple of the identity is invariant because $RR^{\mathsf T}=\mathbf 1$.

The same argument with the four sign matrices alone shows that a tensor invariant under them equals its own diagonal part. Every diagonal tensor is in turn invariant under them, since $\sigma_i^2=1$. A tensor such as $\operatorname{diag}(1,2,3)$ thus passes the twofold test without being hydrostatic.

### The Lean file

```lean
import Mathlib

open Matrix

namespace CubicStress

noncomputable section

/-- The threefold rotation about the body diagonal, which permutes the cubic axes cyclically. -/
def cyc : Matrix (Fin 3) (Fin 3) ℝ := !![0, 0, 1; 1, 0, 0; 0, 1, 0]

/-- Three signs whose product is one, labelled by two bits. -/
def signs (a b : Fin 2) : Fin 3 → ℝ :=
  ![(-1) ^ (a : ℕ), (-1) ^ (b : ℕ), (-1) ^ ((a : ℕ) + (b : ℕ))]

/-- The diagonal matrix that multiplies the three axes by the given signs. -/
def signFlip (a b : Fin 2) : Matrix (Fin 3) (Fin 3) ℝ := Matrix.diagonal (signs a b)

/-- A power of the cyclic permutation matrix times a diagonal sign matrix. -/
def rot (k : Fin 3) (a b : Fin 2) : Matrix (Fin 3) (Fin 3) ℝ :=
  cyc ^ (k : ℕ) * signFlip a b

/-- The mean of the transformed tensors `R s Rᵀ` over the twelve operations. -/
def cubicAverage (s : Matrix (Fin 3) (Fin 3) ℝ) : Matrix (Fin 3) (Fin 3) ℝ :=
  (1 / 12 : ℝ) • ∑ k, ∑ a, ∑ b, rot k a b * s * (rot k a b)ᵀ

/-- The square of the cyclic permutation matrix is the reverse cyclic permutation. -/
lemma cyc_sq : cyc ^ 2 = !![0, 1, 0; 0, 0, 1; 1, 0, 0] := by
  rw [pow_two]
  ext i j
  fin_cases i <;> fin_cases j <;> simp [cyc, Matrix.mul_apply, Fin.sum_univ_three]

/-- Each of the three signs squares to one. -/
lemma signs_sq (a b : Fin 2) (i : Fin 3) : signs a b i * signs a b i = 1 := by
  fin_cases a <;> fin_cases b <;> fin_cases i <;> norm_num [signs]

/-- Every diagonal matrix with entries `±1` and determinant one is one of the sign matrices. -/
theorem signFlip_complete (d : Fin 3 → ℝ) (hd : ∀ i, d i = 1 ∨ d i = -1)
    (hdet : (Matrix.diagonal d).det = 1) : ∃ a b, Matrix.diagonal d = signFlip a b := by
  rw [Matrix.det_diagonal, Fin.prod_univ_three] at hdet
  have bit : ∀ i, ∃ a : Fin 2, d i = (-1) ^ (a : ℕ) := by
    intro i
    rcases hd i with h | h
    · exact ⟨0, by simp [h]⟩
    · exact ⟨1, by simp [h]⟩
  have sq : ∀ i, d i ^ 2 = 1 := by
    intro i
    rcases hd i with h | h <;> rw [h] <;> norm_num
  obtain ⟨a, ha⟩ := bit 0
  obtain ⟨b, hb⟩ := bit 1
  -- the determinant fixes the third sign
  have h2 : d 2 = d 0 * d 1 := by
    linear_combination d 0 * d 1 * hdet - d 2 * d 1 ^ 2 * sq 0 - d 2 * sq 1
  have hs : d = signs a b := by
    funext i
    fin_cases i
    · exact ha
    · exact hb
    · change d 2 = (-1) ^ ((a : ℕ) + (b : ℕ))
      rw [pow_add, ← ha, ← hb]
      exact h2
  exact ⟨a, b, congrArg Matrix.diagonal hs⟩

/-- Each of the twelve operations is a proper rotation: orthogonal with determinant one. -/
theorem rot_proper (k : Fin 3) (a b : Fin 2) :
    rot k a b * (rot k a b)ᵀ = 1 ∧ (rot k a b).det = 1 := by
  have hc : cyc * cycᵀ = 1 := by
    ext i j
    fin_cases i <;> fin_cases j <;> simp [cyc, Matrix.mul_apply, Fin.sum_univ_three]
  have hcomm : Commute cyc cycᵀ := hc.trans (mul_eq_one_comm.mp hc).symm
  have hk : cyc ^ (k : ℕ) * (cyc ^ (k : ℕ))ᵀ = 1 := by
    rw [Matrix.transpose_pow, ← hcomm.mul_pow, hc, one_pow]
  have hs : signFlip a b * (signFlip a b)ᵀ = 1 := by
    rw [signFlip, Matrix.diagonal_transpose, Matrix.diagonal_mul_diagonal]
    simp only [signs_sq, Matrix.diagonal_one]
  constructor
  · calc rot k a b * (rot k a b)ᵀ
        = cyc ^ (k : ℕ) * (signFlip a b * (signFlip a b)ᵀ) * (cyc ^ (k : ℕ))ᵀ := by
          simp only [rot, Matrix.transpose_mul, Matrix.mul_assoc]
      _ = 1 := by rw [hs, Matrix.mul_one, hk]
  · have hd : cyc.det = 1 := by simp [cyc, Matrix.det_fin_three]
    rw [rot, Matrix.det_mul, Matrix.det_pow, hd, one_pow, one_mul, signFlip,
      Matrix.det_diagonal, Fin.prod_univ_three]
    change (-1 : ℝ) ^ (a : ℕ) * (-1) ^ (b : ℕ) * (-1) ^ ((a : ℕ) + (b : ℕ)) = 1
    fin_cases a <;> fin_cases b <;> norm_num

/-- The operation `rot k a b` sends axis `j` to axis `j + k` (modulo three) with its sign. -/
lemma rot_apply (k : Fin 3) (a b : Fin 2) (i j : Fin 3) :
    rot k a b i j = if i = j + k then signs a b j else 0 := by
  have h : (cyc ^ (k : ℕ)) i j = if i = j + k then 1 else 0 := by
    fin_cases k
    · fin_cases i <;> fin_cases j <;> simp
    · fin_cases i <;> fin_cases j <;> simp [cyc]
    · fin_cases i <;> fin_cases j <;> simp [cyc_sq]
  rw [rot, signFlip, Matrix.mul_diagonal, h, ite_mul, one_mul, zero_mul]

/-- The twelve operations are pairwise distinct. -/
theorem rot_injective {k k' : Fin 3} {a a' b b' : Fin 2}
    (h : rot k a b = rot k' a' b') : k = k' ∧ a = a' ∧ b = b' := by
  have inj : ∀ x y : Fin 2, (-1 : ℝ) ^ (x : ℕ) = (-1) ^ (y : ℕ) → x = y := by
    intro x y
    fin_cases x <;> fin_cases y <;> norm_num
  -- compare the images of the first two axes
  have h0 := congrFun (congrFun h k) 0
  have h1 := congrFun (congrFun h (1 + k)) 1
  simp only [rot_apply, zero_add, ↓reduceIte] at h0 h1
  have hk : k = k' := by
    by_contra hne
    rw [if_neg hne] at h0
    have hz : (-1 : ℝ) ^ (a : ℕ) = 0 := h0
    exact pow_ne_zero _ (by norm_num) hz
  subst hk
  simp only [↓reduceIte] at h0 h1
  exact ⟨rfl, inj a a' h0, inj b b' h1⟩

/-- Summing over the four sign matrices cancels the shear components and leaves four times
the diagonal part. -/
theorem sum_signFlip (s : Matrix (Fin 3) (Fin 3) ℝ) :
    ∑ a, ∑ b, signFlip a b * s * (signFlip a b)ᵀ
      = (4 : ℝ) • Matrix.diagonal (fun i => s i i) := by
  simp only [signFlip, Matrix.diagonal_transpose, Fin.sum_univ_two]
  ext i j
  fin_cases i <;> fin_cases j <;>
    simp [signs, Matrix.diagonal_mul, Matrix.mul_diagonal] <;> ring

/-- Summing a diagonal tensor over the three cyclic permutations of the axes gives the sum of
its entries times the identity. -/
theorem sum_cyc (d : Fin 3 → ℝ) :
    ∑ k : Fin 3, cyc ^ (k : ℕ) * Matrix.diagonal d * (cyc ^ (k : ℕ))ᵀ
      = (∑ i, d i) • (1 : Matrix (Fin 3) (Fin 3) ℝ) := by
  simp only [Fin.sum_univ_three, Fin.val_zero, Fin.val_one, Fin.val_two, pow_zero, pow_one,
    cyc_sq]
  ext i j
  -- write the products entry by entry before evaluating the matrices
  simp only [Matrix.add_apply, Matrix.smul_apply, Matrix.mul_apply, Matrix.transpose_apply,
    Fin.sum_univ_three, Matrix.diagonal_apply, Matrix.one_apply]
  fin_cases i <;> fin_cases j <;> simp [cyc] <;> ring

/-- The average of any real tensor over the twelve operations is one third of its trace times
the identity. -/
theorem cubicAverage_eq (s : Matrix (Fin 3) (Fin 3) ℝ) :
    cubicAverage s = (s.trace / 3) • (1 : Matrix (Fin 3) (Fin 3) ℝ) := by
  -- carry out the sign sum inside each cyclic permutation
  have h : ∀ k : Fin 3, ∑ a, ∑ b, rot k a b * s * (rot k a b)ᵀ
      = cyc ^ (k : ℕ) * (∑ a, ∑ b, signFlip a b * s * (signFlip a b)ᵀ)
        * (cyc ^ (k : ℕ))ᵀ := by
    intro k
    simp only [rot, Matrix.transpose_mul, Finset.mul_sum, Finset.sum_mul, Matrix.mul_assoc]
  have ht : ∑ i, s i i = s.trace := rfl
  simp only [cubicAverage, h, sum_signFlip, Matrix.mul_smul, Matrix.smul_mul]
  rw [← Finset.smul_sum, sum_cyc, ht, smul_smul, smul_smul]
  congr 1
  ring

/-- A stress tensor is invariant under all twelve operations exactly when it is hydrostatic,
that is, one third of its trace times the identity. -/
theorem invariant_iff_hydrostatic (s : Matrix (Fin 3) (Fin 3) ℝ) :
    (∀ k a b, rot k a b * s * (rot k a b)ᵀ = s) ↔
      s = (s.trace / 3) • (1 : Matrix (Fin 3) (Fin 3) ℝ) := by
  constructor
  · intro h
    -- an invariant tensor equals its own average
    have hs : cubicAverage s = s := by
      simp only [cubicAverage, h, Finset.sum_const, Finset.card_univ, Fintype.card_fin]
      module
    exact hs.symm.trans (cubicAverage_eq s)
  · intro h k a b
    rw [h, Matrix.mul_smul, Matrix.smul_mul, Matrix.mul_one, (rot_proper k a b).1]

/-- A tensor is invariant under the four sign matrices alone exactly when it is diagonal. -/
theorem signFlip_invariant_iff (s : Matrix (Fin 3) (Fin 3) ℝ) :
    (∀ a b, signFlip a b * s * (signFlip a b)ᵀ = s) ↔
      s = Matrix.diagonal (fun i => s i i) := by
  constructor
  · intro h
    have h4 := sum_signFlip s
    simp only [h, Finset.sum_const, Finset.card_univ, Fintype.card_fin] at h4
    calc s = (1 / 4 : ℝ) • (2 • 2 • s) := by module
      _ = (1 / 4 : ℝ) • ((4 : ℝ) • Matrix.diagonal (fun i => s i i)) := by rw [h4]
      _ = Matrix.diagonal (fun i => s i i) := by module
  · intro h a b
    rw [h, signFlip, Matrix.diagonal_transpose, Matrix.diagonal_mul_diagonal,
      Matrix.diagonal_mul_diagonal]
    refine congrArg Matrix.diagonal (funext fun i => ?_)
    change signs a b i * s i i * signs a b i = s i i
    linear_combination s i i * signs_sq a b i

end

end CubicStress
```

```lean
#print axioms CubicStress.rot_injective
-- 'CubicStress.rot_injective' depends on axioms: [propext, Classical.choice, Quot.sound]
#print axioms CubicStress.cubicAverage_eq
-- 'CubicStress.cubicAverage_eq' depends on axioms: [propext, Classical.choice, Quot.sound]
#print axioms CubicStress.invariant_iff_hydrostatic
-- 'CubicStress.invariant_iff_hydrostatic' depends on axioms: [propext, Classical.choice, Quot.sound]
#print axioms CubicStress.signFlip_invariant_iff
-- 'CubicStress.signFlip_invariant_iff' depends on axioms: [propext, Classical.choice, Quot.sound]
```

### How the Lean statements read

A tensor is a `Matrix (Fin 3) (Fin 3) ℝ`, with axes numbered 0, 1, 2 as above. The matrix $C$ is `cyc`, the signs $\sigma_i$ are `signs a b i`, $D_{ab}$ is `signFlip a b`, and $R_{kab}$ is `rot k a b`. The superscript `ᵀ` is the transpose, and `•` multiplies a matrix by a number. `cubicAverage s` is the sum over `k`, `a` and `b` divided by twelve.

The main theorem, `cubicAverage_eq`, says that `cubicAverage s` equals `(s.trace / 3) • 1` for every `s`, with no further hypothesis. `invariant_iff_hydrostatic` says that $s$ is unchanged by all twelve operations if and only if it is one third of its trace times the identity. `signFlip_invariant_iff` says that $s$ is unchanged by the four sign matrices if and only if it is diagonal.

Three more theorems confirm that the family is the intended one:

- `signFlip_complete`: every diagonal matrix with entries $\pm1$ and determinant 1 is some `signFlip a b`.
- `rot_proper`: each operation is orthogonal with determinant 1.
- `rot_injective`: equal matrices have equal labels, so the average counts no rotation twice.

That the twelve matrices form a group, the point group 23, follows from the fact that $C^{-1}D_{ab}C$ is again a sign matrix of determinant 1; the file neither states this nor needs it.

The invariance of $s$ is a hypothesis about the physical state. It holds for the macroscopic stress of a crystal whose structure and electronic state both have the cubic symmetry. It fails for a cubic material under uniaxial load, since the load breaks the symmetry. With tensile stress counted as positive, the pressure is $p=-\tfrac13\operatorname{tr}s$.

The theorems concern a single second-rank tensor in orthonormal axes along the cube edges. They say nothing about components in a non-orthogonal lattice basis, or about higher-rank tensors such as the elastic constants. Within that setting, an electronic-structure calculation that symmetrises its computed stress with these twelve rotations must return a pure pressure, so its output cannot show whether the unsymmetrised stress had any shear or anisotropy. Looking at the tensor before symmetrisation is not a fair test if the k-points were reduced by the cubic rotations: the sum over the reduced set is in general anisotropic even for a perfectly cubic crystal.

### How the proof follows the derivation

**The family of operations.** In `signFlip_complete`, each of the first two entries is written as a power of $-1$, which supplies the bits $a$ and $b$. The `linear_combination` step then derives $d_2=d_0d_1$ from $d_0d_1d_2=1$ and $d_i^2=1$.

`rot_proper` checks $CC^{\mathsf T}=\mathbf 1$ entry by entry and carries it over to powers of $C$, using that $C$ and $C^{\mathsf T}$ commute. The sign matrices are handled by `signs_sq`, which is $\sigma_i^2=1$. The determinant is the product of the determinants of the factors.

`rot_apply` is the rule $e_j\mapsto\sigma_je_{j+k}$ written for matrix entries: entry $(i,j)$ is $\sigma_j$ if $i=j+k$, and zero otherwise. `rot_injective` uses it to compare two equal operations at the entries $(k,0)$ and $(1+k,1)$. If $k\neq k'$, the first comparison would set a sign equal to zero. Once $k=k'$, the two comparisons give $a=a'$ and $b=b'$.

**The two partial sums.** `sum_signFlip` writes out the four terms and uses `fin_cases` to go through the nine entries. For each one, `simp` evaluates the signs and `ring` collects the result, where the derivation above used the products $\sigma_i\sigma_j$. `sum_cyc` treats the three cyclic terms in the same way, with $C^2$ supplied by `cyc_sq`.

**The main theorem.** Inside `cubicAverage_eq`, the statement `h` is the factorisation that moves the sign sum between $C^k$ and its transpose. Rewriting with `sum_signFlip` and then `sum_cyc` leaves an identity between numbers, $\tfrac1{12}\cdot4\cdot\operatorname{tr}s=\tfrac13\operatorname{tr}s$, which `ring` closes.

**The invariance theorems.** In the forward direction of `invariant_iff_hydrostatic`, the hypothesis turns the average into twelve copies of $s$ divided by twelve. The tactic `module` reduces this to $s$, and the main theorem finishes the argument. The converse uses the orthogonality from `rot_proper`.

`signFlip_invariant_iff` does the same with four copies of $s$ and `sum_signFlip`. Its converse comes down to $\sigma_i s_{ii}\sigma_i=s_{ii}$, which follows from `signs_sq`.
